# A square ring with strong diagonal coupling holds four independent electrons in a closed shell

Put one orbital on each corner of a square, with on-site energy 0 and coupling −1 between neighbours. The in-phase combination (1, 1, 1, 1) has energy −2 and the alternating one, (1, −1, 1, −1), has energy +2. Between them lie (1, 0, −1, 0) and (0, 1, 0, −1), both at 0. Of four electrons, two go to −2 and the other two must share the pair at 0, which is an open shell.

Now add a coupling of −2 across each diagonal. Opposite corners have equal signs in the alternating orbital, so its energy falls from 2 to 0. They have opposite signs in the pair, so its energy rises from 0 to 2. The in-phase orbital falls to −4. Four electrons now fill the levels −4 and 0 completely, and the square is as symmetric as before. In this independent-electron model, symmetry and electron count together do not decide whether the shell is closed.

## The ring, its orbitals and its fillings

The sites are numbered 0 to 3 around the ring. The Hamiltonian H is a real 4×4 matrix with three parameters: the on-site energy α, the neighbour coupling β, and the ratio c of diagonal to neighbour coupling.

```lean
import Mathlib

open Matrix

namespace CrossRing

noncomputable section

/-- One-electron Hamiltonian of a four-site ring with on-site energy `α`, neighbour
coupling `β` and coupling `β * c` across both diagonals. -/
def hamiltonian (α β c : ℝ) : Matrix (Fin 4) (Fin 4) ℝ :=
  !![α, β, β * c, β;
     β, α, β, β * c;
     β * c, β, α, β;
     β, β * c, β, α]
```

From part (e) on, β is negative, so that neighbouring site orbitals with equal signs bond. If the strength of the coupling depended only on distance and decayed with it, |c| would be below 1, because a diagonal is longer than an edge. A larger |c| needs some other origin, for instance directional orbitals or an effective coupling carried by a bridging atom. The site orbitals are taken as orthonormal.

The four molecular orbitals v₀, v₁, v₂, v₃ are those of the example, in the order in-phase, alternating, and then the pair. They are written without normalisation; the normalising factors are 1/2, 1/2, 1/√2 and 1/√2.

```lean
/-- Four molecular orbitals of the ring, not normalised. -/
def orbital : Fin 4 → Fin 4 → ℝ :=
  ![![1, 1, 1, 1], ![1, -1, 1, -1], ![1, 0, -1, 0], ![0, 1, 0, -1]]
```

The function `level` proposes an energy Eₖ for each orbital vₖ, which part (b) tests.

```lean
/-- The energies assigned to the four orbitals. -/
def level (α β c : ℝ) : Fin 4 → ℝ :=
  ![α + β * (2 + c), α + β * (c - 2), α - β * c, α - β * c]
```

Square symmetry is expressed through site labels. Arithmetic in `Fin 4` wraps around, so i ↦ i + 1 is the quarter turn, and i ↦ −i is the reflection that fixes sites 0 and 2 and exchanges 1 and 3.

```lean
/-- Invariance under the quarter turn and under a reflection of the square, which together
generate its symmetry group. -/
def IsSquareSymmetric (H : Matrix (Fin 4) (Fin 4) ℝ) : Prop :=
  ∀ i j, H (i + 1) (j + 1) = H i j ∧ H (-i) (-j) = H i j
```

A filling n = (n₀, n₁, n₂, n₃) places 0, 1 or 2 electrons in each orbital, four in all. Its total energy W(n) is the sum of the levels, each multiplied by the number of electrons in it, without electron repulsion.

```lean
/-- A distribution of four electrons over four orbitals, at most two in each. -/
def IsFilling (n : Fin 4 → ℕ) : Prop :=
  (∀ k, n k ≤ 2) ∧ ∑ k, n k = 4

/-- Total energy of independent electrons with occupation numbers `n`. -/
def totalEnergy (E : Fin 4 → ℝ) (n : Fin 4 → ℕ) : ℝ :=
  ∑ k, (n k : ℝ) * E k
```

A closed shell must satisfy two conditions: no orbital is singly occupied, and every other filling has strictly higher energy. Fillings refer to these four orbitals and carry no spin labels.

```lean
/-- A four-electron filling with every orbital empty or doubly occupied, whose energy lies
strictly below that of every other filling. -/
def IsClosedShell (E : Fin 4 → ℝ) (n : Fin 4 → ℕ) : Prop :=
  IsFilling n ∧ (∀ k, n k = 0 ∨ n k = 2) ∧
    ∀ m, IsFilling m → m ≠ n → totalEnergy E n < totalEnergy E m
```

## (a) Symmetry under the quarter turn and the reflection

Show that for all sites i and j, with labels taken modulo 4,

H(i + 1, j + 1) = H(i, j) and H(−i, −j) = H(i, j).

**Solution.** The entry H(i, j) depends only on the difference i − j modulo 4. It is α for difference 0, β for differences 1 and 3, and βc for difference 2. The quarter turn leaves the difference unchanged. The reflection reverses its sign, which exchanges 1 and 3 and leaves 0 and 2 alone, so the entry stays the same.

```lean
/-- The ring Hamiltonian has the full symmetry of the square. -/
theorem hamiltonian_symmetric (α β c : ℝ) : IsSquareSymmetric (hamiltonian α β c) := by
  intro i j
  fin_cases i <;> fin_cases j <;>
    exact ⟨rfl, rfl⟩
```

Lean runs through the sixteen pairs (i, j) with `fin_cases`; in each case the two sides agree by definition. No condition on α, β or c is needed.

## (b) The four orbital energies

Show that H vₖ = Eₖ vₖ for k = 0, 1, 2, 3, where

E₀ = α + β(2 + c), E₁ = α + β(c − 2), E₂ = E₃ = α − βc.

**Solution.** For v₀, every row of H sums to α + β + βc + β = α + β(2 + c).

For v₁, rows 0 and 2 give α − β + βc − β = α + β(c − 2). Rows 1 and 3 give the negative of this, as the signs of v₁ require.

For v₂ = (1, 0, −1, 0), row 0 gives α − βc and row 2 gives βc − α. Rows 1 and 3 give β − β = 0. Thus H v₂ = (α − βc) v₂.

The orbital v₃ is v₂ moved on by one site, so by part (a) it has the same energy.

With α = 0 and β = 1 these are the numbers 2 + c, c − 2, −c and −c. For negative β the largest of these numbers belongs to the lowest energy.

```lean
/-- Each of the four orbitals is an eigenvector of the Hamiltonian with its assigned energy. -/
theorem orbital_eigen (α β c : ℝ) (k : Fin 4) :
    hamiltonian α β c *ᵥ orbital k = level α β c k • orbital k := by
  ext i
  fin_cases k <;> fin_cases i <;>
    simp [hamiltonian, orbital, level, Matrix.mulVec, dotProduct, Fin.sum_univ_succ] <;> ring
```

The symbol `*ᵥ` is the matrix acting on a vector, and `•` multiplies a vector by a number. Lean compares the two sides component by component: `simp` writes out the sums and `ring` finishes the algebra.

## (c) Four independent directions

Show that the orbitals are nonzero and mutually orthogonal:

vₖ · vₖ > 0 for every k, and vⱼ · vₖ = 0 for j ≠ k.

**Solution.** The squared lengths are 4, 4, 2 and 2. For the products,

v₀ · v₁ = 1 − 1 + 1 − 1 = 0,

v₀ · v₂ = 1 − 1 = 0, v₀ · v₃ = 1 − 1 = 0,

v₁ · v₂ = 1 − 1 = 0, v₁ · v₃ = −1 + 1 = 0.

Finally v₂ · v₃ = 0, because the two orbitals occupy different sites.

Four nonzero orthogonal vectors span the four-dimensional space, so the levels of part (b) are the whole spectrum with its multiplicities; this last step is ordinary linear algebra and is not stated in the code.

```lean
/-- The four orbitals are nonzero and mutually orthogonal. -/
theorem orbital_orthogonal :
    (∀ k, 0 < orbital k ⬝ᵥ orbital k) ∧
      ∀ j k, j ≠ k → orbital j ⬝ᵥ orbital k = 0 := by
  constructor
  · intro k
    fin_cases k <;> norm_num [orbital, dotProduct, Fin.sum_univ_succ]
  · intro j k hjk
    fin_cases j <;> fin_cases k <;>
      first
        | exact absurd rfl hjk
        | norm_num [orbital, dotProduct, Fin.sum_univ_succ]
```

The proof evaluates each product with `norm_num`. Cases with j = k are discarded because they contradict `hjk`.

## (d) The energy from two occupation numbers

Show that for every filling n,

W(n) = 4(α − βc) + β[n₀(2 + 2c) + n₁(2c − 2)].

**Solution.** Measure the levels from that of the pair, α − βc:

E₀ − (α − βc) = β(2 + 2c),

E₁ − (α − βc) = β(2c − 2).

The differences for v₂ and v₃ are zero. Hence

W(n) = (n₀ + n₁ + n₂ + n₃)(α − βc) + n₀β(2 + 2c) + n₁β(2c − 2),

and the electron count turns the first bracket into 4.

```lean
/-- The energy of a four-electron filling, expressed through the occupations of orbitals 0 and 1. -/
theorem totalEnergy_level (α β c : ℝ) {n : Fin 4 → ℕ} (hn : IsFilling n) :
    totalEnergy (level α β c) n =
      4 * (α - β * c) + β * ((n 0 : ℝ) * (2 + 2 * c) + (n 1 : ℝ) * (2 * c - 2)) := by
  have h := hn.2
  rw [Fin.sum_univ_four] at h
  have h' : (n 0 : ℝ) + n 1 + n 2 + n 3 = 4 := by exact_mod_cast h
  unfold totalEnergy
  rw [Fin.sum_univ_four]
  show (n 0 : ℝ) * (α + β * (2 + c)) + (n 1 : ℝ) * (α + β * (c - 2))
    + (n 2 : ℝ) * (α - β * c) + (n 3 : ℝ) * (α - β * c) = _
  linear_combination (α - β * c) * h'
```

The hypothesis `hn` supplies the count, which `h'` restates for real numbers. The `linear_combination` step multiplies it by α − βc, as the hand calculation does.

For the remaining parts, write G(n) = n₀(2 + 2c) + n₁(2c − 2) for the square bracket. When β < 0, a larger G means a lower energy.

## (e) Diagonal coupling stronger than neighbour coupling, with the same sign

Let β < 0 and c > 1. Show that for every filling m other than (2, 2, 0, 0),

W(2, 2, 0, 0) < W(m).

**Solution.** Subtract the two values of G and sort the terms:

G(2, 2, 0, 0) − G(m) = 2(c − 1)(4 − m₀ − m₁) + 4(2 − m₀).

The second term is not negative, since m₀ ≤ 2. In the first, c − 1 is positive. The factor 4 − m₀ − m₁ could vanish only for m₀ = m₁ = 2, and then m₂ = m₃ = 0, which is the excluded filling. The difference is therefore positive, and multiplication by the negative β reverses the order of the energies.

```lean
/-- For `β < 0` and `c > 1` four electrons form a closed shell in the two nondegenerate orbitals. -/
theorem closedShell_of_one_lt {α β c : ℝ} (hβ : β < 0) (hc : 1 < c) :
    IsClosedShell (level α β c) ![2, 2, 0, 0] := by
  have hf : IsFilling ![2, 2, 0, 0] := ⟨by decide, by decide⟩
  refine ⟨hf, by decide, ?_⟩
  intro m hm hne
  have hE : totalEnergy (level α β c) ![2, 2, 0, 0] =
      4 * (α - β * c) + β * (2 * (2 + 2 * c) + 2 * (2 * c - 2)) := by
    simpa using totalEnergy_level α β c hf
  have h4 := hm.2
  rw [Fin.sum_univ_four] at h4
  have h0 := hm.1 0
  have h1 := hm.1 1
  -- any other filling has an electron outside the two lowest orbitals
  have hlt : m 0 + m 1 < 4 := by
    by_contra hcon
    apply hne
    funext k
    fin_cases k
    · show m 0 = 2
      omega
    · show m 1 = 2
      omega
    · show m 2 = 0
      omega
    · show m 3 = 0
      omega
  have h0' : (m 0 : ℝ) ≤ 2 := by exact_mod_cast h0
  have hlt' : (m 0 : ℝ) + m 1 < 4 := by exact_mod_cast hlt
  have hin : (m 0 : ℝ) * (2 + 2 * c) + (m 1 : ℝ) * (2 * c - 2) <
      2 * (2 + 2 * c) + 2 * (2 * c - 2) := by
    nlinarith [mul_pos (sub_pos.mpr hlt') (sub_pos.mpr hc)]
  rw [hE, totalEnergy_level α β c hm]
  linarith [mul_lt_mul_of_neg_left hin hβ]
```

The fact `hlt` says that m₀ + m₁ < 4. It is proved by contradiction: if it failed, the count and the occupation limits would force m = (2, 2, 0, 0), which is excluded, and `omega` checks this orbital by orbital. `nlinarith` receives the product (4 − m₀ − m₁)(c − 1) > 0 and derives the inequality for G. The last line multiplies by β.

## (f) Strong diagonal coupling of opposite sign

Let β < 0 and c < −1. Show that for every filling m other than (0, 0, 2, 2),

W(0, 0, 2, 2) < W(m).

**Solution.** Here G(0, 0, 2, 2) = 0, while

G(m) = 2(c + 1)(m₀ + m₁) − 4m₁.

If m₀ + m₁ were zero, all four electrons would be in the pair, two in each orbital, which is the excluded filling. So m₀ + m₁ > 0, the first term is negative, and the second is at most zero. Thus G(m) < 0, and βG(m) > 0 is the extra energy of m. The closed shell now consists of the completely filled pair.

```lean
/-- For `β < 0` and `c < -1` four electrons form a closed shell in the degenerate pair of orbitals.
-/
theorem closedShell_of_lt_neg_one {α β c : ℝ} (hβ : β < 0) (hc : c < -1) :
    IsClosedShell (level α β c) ![0, 0, 2, 2] := by
  have hf : IsFilling ![0, 0, 2, 2] := ⟨by decide, by decide⟩
  refine ⟨hf, by decide, ?_⟩
  intro m hm hne
  have hE : totalEnergy (level α β c) ![0, 0, 2, 2] = 4 * (α - β * c) := by
    simpa using totalEnergy_level α β c hf
  have h4 := hm.2
  rw [Fin.sum_univ_four] at h4
  have h2 := hm.1 2
  have h3 := hm.1 3
  -- any other filling has an electron outside the degenerate pair
  have hlt : 0 < m 0 + m 1 := by
    by_contra hcon
    apply hne
    funext k
    fin_cases k
    · show m 0 = 0
      omega
    · show m 1 = 0
      omega
    · show m 2 = 2
      omega
    · show m 3 = 2
      omega
  have h1' : (0 : ℝ) ≤ m 1 := Nat.cast_nonneg _
  have hlt' : (0 : ℝ) < (m 0 : ℝ) + m 1 := by exact_mod_cast hlt
  have hin : (m 0 : ℝ) * (2 + 2 * c) + (m 1 : ℝ) * (2 * c - 2) < 0 := by
    nlinarith [mul_pos hlt' (sub_pos.mpr hc)]
  rw [hE, totalEnergy_level α β c hm]
  linarith [mul_pos_of_neg_of_neg hβ hin]
```

The proof runs parallel to part (e), with `hlt` now stating that at least one electron has left the pair.

## (g) The exact range of closed shells

Let β < 0. Show that

a closed-shell filling exists ⇔ |c| > 1.

**Solution.** If |c| > 1, then c > 1 or c < −1, and parts (e) and (f) supply the filling.

Conversely, suppose that −1 ≤ c ≤ 1 and that n is a closed shell. Compare it with p = (2, 0, 1, 1), which differs from n because it has singly occupied orbitals:

G(p) − G(n) = (2 − n₀)(2 + 2c) + n₁(2 − 2c) ≥ 0.

Multiplication by β gives W(p) ≤ W(n). A closed shell requires W(n) < W(p), so there is none.

The endpoints belong to the open-shell range. At c = 1 the alternating orbital meets the pair, and at c = −1 the in-phase orbital does.

```lean
/-- For `β < 0` four electrons on the ring have a closed shell exactly when the diagonal coupling
exceeds the neighbour coupling in magnitude. -/
theorem closedShell_iff {α β c : ℝ} (hβ : β < 0) :
    (∃ n, IsClosedShell (level α β c) n) ↔ 1 < |c| := by
  constructor
  · rintro ⟨n, hn, hd, hmin⟩
    by_contra h
    obtain ⟨hl, hu⟩ := abs_le.mp (not_lt.mp h)
    -- compare with the filling that has one electron in each of orbitals 2 and 3
    have hf : IsFilling ![2, 0, 1, 1] := ⟨by decide, by decide⟩
    have hne : ![2, 0, 1, 1] ≠ n := by
      intro e
      have h2 := hd 2
      rw [← e] at h2
      exact absurd h2 (by decide)
    have hE : totalEnergy (level α β c) ![2, 0, 1, 1] =
        4 * (α - β * c) + β * (2 * (2 + 2 * c)) := by
      simpa using totalEnergy_level α β c hf
    have hlow := hmin _ hf hne
    rw [hE, totalEnergy_level α β c hn] at hlow
    have h0 : (n 0 : ℝ) ≤ 2 := by exact_mod_cast hn.1 0
    have h1 : (0 : ℝ) ≤ n 1 := Nat.cast_nonneg _
    have hin : (n 0 : ℝ) * (2 + 2 * c) + (n 1 : ℝ) * (2 * c - 2) ≤ 2 * (2 + 2 * c) := by
      nlinarith [mul_nonneg (sub_nonneg.mpr h0) (sub_nonneg.mpr hl),
        mul_nonneg h1 (sub_nonneg.mpr hu)]
    linarith [mul_le_mul_of_nonpos_left hin hβ.le]
  · intro h
    rcases lt_abs.mp h with hc | hc
    · exact ⟨_, closedShell_of_one_lt hβ hc⟩
    · exact ⟨_, closedShell_of_lt_neg_one hβ (by linarith)⟩
```

In the forward direction `hne` records that p is not n, and `hmin` gives the strict inequality to be contradicted. The two products passed to `nlinarith` are the two terms above, up to a factor of 2. The reverse direction splits |c| > 1 with `lt_abs`.

## (h) Level order and closed shell in one symmetric ring

Let β < 0 and c > 1. Show that

E₀ < E₁ < E₂ = E₃,

and combine this with the symmetry, the orbital equations and the closed shell (2, 2, 0, 0).

**Solution.** The two gaps are

E₁ − E₀ = −4β > 0,

E₂ − E₁ = 2β − 2βc = −2β(c − 1) > 0,

and E₂ = E₃ by part (b). The other statements are parts (a), (b) and (e). The second gap closes as c approaches 1, while the first does not depend on c.

```lean
/-- For `β < 0` and `c > 1` the ring has full square symmetry, its orbital energies are two separate
levels below a degenerate pair, and four electrons fill the two lowest orbitals as a closed shell.
-/
theorem square_ring_closed_shell {α β c : ℝ} (hβ : β < 0) (hc : 1 < c) :
    IsSquareSymmetric (hamiltonian α β c) ∧
      (∀ k, hamiltonian α β c *ᵥ orbital k = level α β c k • orbital k) ∧
      (level α β c 0 < level α β c 1 ∧ level α β c 1 < level α β c 2 ∧
        level α β c 2 = level α β c 3) ∧
      IsClosedShell (level α β c) ![2, 2, 0, 0] := by
  refine ⟨hamiltonian_symmetric α β c, orbital_eigen α β c, ⟨?_, ?_, rfl⟩,
    closedShell_of_one_lt hβ hc⟩
  · show α + β * (2 + c) < α + β * (c - 2)
    linarith
  · show α + β * (c - 2) < α - β * c
    nlinarith [mul_pos (neg_pos.mpr hβ) (sub_pos.mpr hc)]

end

end CrossRing
```

The theorem joins the four statements with `∧`. The earlier results fill three places, and the two gaps are proved by `linarith` and `nlinarith`. The ratio c is a free parameter throughout: the theorem does not say which molecule would reach c > 1, whether its square geometry would be stable, or what electron repulsion would do to the filling.

```lean
#print axioms CrossRing.orbital_orthogonal
#print axioms CrossRing.closedShell_iff
#print axioms CrossRing.square_ring_closed_shell
```

```
'CrossRing.orbital_orthogonal' depends on axioms: [propext, Classical.choice, Quot.sound]
'CrossRing.closedShell_iff' depends on axioms: [propext, Classical.choice, Quot.sound]
'CrossRing.square_ring_closed_shell' depends on axioms: [propext, Classical.choice, Quot.sound]
```
